# Concavity of the dual function in a constrained energy minimisation

Let E and w be real functions on a set X of states and N a real number. Suppose that for every real λ the functional E + λ(w − N) attains its minimum W(λ) at a state x(λ). Then W is concave, w(x(λ)) is nonincreasing in λ, W′(λ) = w(x(λ)) − N wherever W is differentiable, and any λ₀ with w(x(λ₀)) = N maximises W. In constrained density-functional calculations w is a charge or spin population with target N, and for one constraint with exact global minimisation over states, the multiplier can be sought by ascent on a concave function of one variable. At a maximiser λ of W the state x(λ) is guaranteed to satisfy the constraint if W is differentiable there, and it can fail to do so at a kink.

## Objects and conventions

X is a bare type, with no topology or linear structure, so a state y may be a density, a set of orbitals or a discrete label. The Lagrangian and the dual function are

L(λ, y) = E(y) + λ(w(y) − N),  W(λ) = inf over y of L(λ, y).

With this sign a positive λ penalises large w. In Lean, λ and a second multiplier μ are `lam` and `mu`, L is `lagrangian`, and W is `dual`, which refers to no chosen minimiser. The residual is r(λ) = w(x(λ)) − N. There is one scalar constraint, and no mixing scheme or iteration for λ is analysed.

```lean
import Mathlib

open Filter Topology

namespace ConstrainedDFT

noncomputable section

variable {X : Type*}

/-- The constrained energy functional `E + λ (w - N)` evaluated on the state `y`. -/
def lagrangian (E w : X → ℝ) (N lam : ℝ) (y : X) : ℝ := E y + lam * (w y - N)

/-- The dual function `W(λ)`: the infimum over all states of `E + λ (w - N)`. -/
def dual (E w : X → ℝ) (N lam : ℝ) : ℝ := ⨅ y, lagrangian E w N lam y
```

`IsMinimiserPath` is the standing hypothesis, and `twoLevel` is the observable of the counterexample below.

```lean
/-- For every multiplier `λ` the state `x λ` minimises `E + λ (w - N)`. -/
def IsMinimiserPath (E w : X → ℝ) (N : ℝ) (x : ℝ → X) : Prop :=
  ∀ lam y, lagrangian E w N lam (x lam) ≤ lagrangian E w N lam y

/-- An observable on two states with the values `+1` and `-1`. -/
def twoLevel (b : Bool) : ℝ := if b then 1 else -1
```

## Global minimisation at every λ

The hypothesis reads L(λ, x(λ)) ≤ L(λ, y) for all λ and y. Physically, the inner self-consistent calculation reaches the true ground state of the biased functional. This is assumed and not derived. Neither uniqueness nor continuity of x is required, and X is nonempty because x(λ) exists.

By hand it is used twice. First, L(λ, x(λ)) is a lower bound that is attained, so W(λ) = L(λ, x(λ)). In `dual_eq` the hypothesis `h` supplies both the boundedness `hb` needed by `ciInf_le` and the bound passed to `le_ciInf`.

```lean
variable {E w : X → ℝ} {N : ℝ} {x : ℝ → X}

/-- `W(λ)` is the value of `E + λ (w - N)` at the minimiser `x λ`. -/
theorem dual_eq (h : IsMinimiserPath E w N x) (lam : ℝ) :
    dual E w N lam = lagrangian E w N lam (x lam) := by
  have : Nonempty X := ⟨x lam⟩
  have hb : BddBelow (Set.range (lagrangian E w N lam)) := by
    refine ⟨lagrangian E w N lam (x lam), ?_⟩
    rintro _ ⟨y, rfl⟩
    exact h lam y
  exact le_antisymm (ciInf_le hb (x lam)) (le_ciInf (h lam))
```

Second, x(λ) is a trial state at another multiplier μ, and L is affine in the multiplier:

W(μ) = L(μ, x(μ)) ≤ L(μ, x(λ)) = W(λ) + (μ − λ) r(λ).

The inequality is `h mu (x lam)` and the last equality is `ring`.

```lean
/-- `W` lies below the line through `(λ, W(λ))` whose slope is the constraint
residual `w(x λ) - N`. -/
theorem dual_le_tangent (h : IsMinimiserPath E w N x) (lam mu : ℝ) :
    dual E w N mu ≤ dual E w N lam + (mu - lam) * (w (x lam) - N) := by
  rw [dual_eq h, dual_eq h]
  -- use `x lam` as a trial state at the multiplier `mu`
  calc lagrangian E w N mu (x mu) ≤ lagrangian E w N mu (x lam) := h mu (x lam)
    _ = lagrangian E w N lam (x lam) + (mu - lam) * (w (x lam) - N) := by
      unfold lagrangian
      ring
```

Concavity and monotonicity need only this tangent bound. For multipliers a, b and 0 ≤ s ≤ 1 put c = sa + (1 − s)b. The bound taken at c gives

W(a) ≤ W(c) + (a − c) r(c),  W(b) ≤ W(c) + (b − c) r(c).

Weighted by s and 1 − s and added, the residual terms cancel because s(a − c) + (1 − s)(b − c) = 0, which leaves

s W(a) + (1 − s) W(b) ≤ W(c).

For a < b, the bounds W(b) ≤ W(a) + (b − a) r(a) and W(a) ≤ W(b) − (b − a) r(b) add to

0 ≤ (b − a)(w(x(a)) − w(x(b))),

so w(x(b)) ≤ w(x(a)).

If x(λ) is only a stationary point or a local minimum, as a converged self-consistent solution may be, the trial-state inequality is unavailable. An illustration that no theorem in the file states is E = −y²/2 with w = y on the real line: the stationary point y = λ makes w increase with λ. There L is unbounded below, and Lean's real infimum returns 0, so `dual` would carry no physical meaning.

## Differentiability of W at λ

This says that the dual function W, the minimum of the biased functional as a function of the multiplier, has no kink at λ. A kink can arise when two minimisers with different w cross. By hand, set g(μ) = W(μ) − μ r(λ). The tangent bound rearranges to g(μ) ≤ g(λ) for all μ, so g is maximal at λ. If W is differentiable there, so is g, and

0 = g′(λ) = W′(λ) − r(λ).

The argument never differentiates x, unlike a chain-rule derivation that discards a stationary term. Without differentiability the tangent bound remains: r(λ) is the slope of a line touching W from above.

## The constraint holds at λ₀

If w(x(λ₀)) = N, the multiplier has driven the population to its target. Then r(λ₀) = 0 and the tangent bound becomes W(μ) ≤ W(λ₀) for every μ. No differentiability is involved. The existence of such a λ₀ is not asserted.

`dual_properties` states the four results as `ConcaveOn ℝ Set.univ`, `Antitone`, an implication from `DifferentiableAt` to `HasDerivAt`, and an inequality for all `mu`. In the first branch `h1` and `h2` are the weighted bounds at c. The second branch assumes w(x(a)) < w(x(b)) and lets `nlinarith` add the two bounds. The third uses differentiability `hd` in `hder`, the derivative of g, and in passing from the value of the derivative to `HasDerivAt`; Fermat's rule is `hmax.hasDerivAt_eq_zero`. The fourth rewrites with `hN`.

```lean
/-- `W` is concave, `w(x λ)` is nonincreasing in `λ`, `W'(λ) = w(x λ) - N` wherever `W` is
differentiable, and a multiplier at which the constraint `w = N` holds maximises `W`. -/
theorem dual_properties (h : IsMinimiserPath E w N x) :
    ConcaveOn ℝ Set.univ (dual E w N) ∧
    Antitone (fun lam => w (x lam)) ∧
    (∀ lam, DifferentiableAt ℝ (dual E w N) lam →
      HasDerivAt (dual E w N) (w (x lam) - N) lam) ∧
    (∀ lam0, w (x lam0) = N → ∀ mu, dual E w N mu ≤ dual E w N lam0) := by
  refine ⟨⟨convex_univ, fun a _ b _ s t hs ht hst => ?_⟩, ?_, ?_, ?_⟩
  · -- average the tangent bounds taken at the intermediate multiplier
    simp only [smul_eq_mul]
    obtain rfl : t = 1 - s := by linarith
    have h1 := mul_le_mul_of_nonneg_left (dual_le_tangent h (s * a + (1 - s) * b) a) hs
    have h2 := mul_le_mul_of_nonneg_left (dual_le_tangent h (s * a + (1 - s) * b) b) ht
    exact (add_le_add h1 h2).trans_eq (by ring)
  · -- add the tangent bounds of two multipliers
    intro a b hab
    show w (x b) ≤ w (x a)
    rcases eq_or_lt_of_le hab with rfl | hlt
    · exact le_rfl
    · by_contra hc
      have hc' : w (x a) < w (x b) := not_le.mp hc
      have h1 := dual_le_tangent h a b
      have h2 := dual_le_tangent h b a
      nlinarith [mul_pos (sub_pos.mpr hlt) (sub_pos.mpr hc')]
  · -- `W(μ) - μ (w(x λ) - N)` is maximal at `μ = λ`, so its derivative vanishes there
    intro lam hd
    have hmax : IsLocalMax (fun mu => dual E w N mu - mu * (w (x lam) - N)) lam := by
      refine Filter.Eventually.of_forall fun mu => ?_
      have h1 := dual_le_tangent h lam mu
      show dual E w N mu - mu * (w (x lam) - N) ≤ dual E w N lam - lam * (w (x lam) - N)
      nlinarith [h1]
    have hder : HasDerivAt (fun mu => dual E w N mu - mu * (w (x lam) - N))
        (deriv (dual E w N) lam - (w (x lam) - N)) lam :=
      HasDerivAt.fun_sub hd.hasDerivAt (hasDerivAt_mul_const (w (x lam) - N))
    have h0 := hmax.hasDerivAt_eq_zero hder
    exact hd.hasDerivAt.congr_deriv (by linarith)
  · intro lam0 hN mu
    have h1 := dual_le_tangent h lam0 mu
    rw [hN, sub_self, mul_zero, add_zero] at h1
    exact h1
```

The same hypothesis links W to the constrained problem. With r(λ₀) = 0, W(λ₀) = E(x(λ₀)), and for any y with w(y) = N,

W(λ₀) ≤ L(λ₀, y) = E(y).

`IsLeast` says that W(λ₀) is one of the energies of states with w = N and is a lower bound for all of them. Both halves of the proof remove the multiplier term, by `hN` and by `hy'`.

```lean
/-- If the constraint holds at `λ₀`, then `W(λ₀)` is the least energy among all states
with `w = N`. -/
theorem dual_isLeast_constrained (h : IsMinimiserPath E w N x) {lam0 : ℝ}
    (hN : w (x lam0) = N) : IsLeast (E '' {y | w y = N}) (dual E w N lam0) := by
  have hW : dual E w N lam0 = E (x lam0) := by
    rw [dual_eq h, lagrangian, hN, sub_self, mul_zero, add_zero]
  refine ⟨⟨x lam0, hN, hW.symm⟩, ?_⟩
  rintro _ ⟨y, hy, rfl⟩
  have hy' : w y = N := hy
  have h1 := h lam0 y
  rw [← dual_eq h, lagrangian, hy', sub_self, mul_zero, add_zero] at h1
  exact h1
```

## Continuity of w(x(μ)) at μ = λ

If the population responds without a jump, differentiability follows. Let R(μ) = W(μ) − W(λ) − (μ − λ) r(λ). The bound taken at λ gives R(μ) ≤ 0. The bound taken at μ gives W(μ) − W(λ) ≥ (μ − λ) r(μ), hence

(μ − λ)(w(x(μ)) − w(x(λ))) ≤ R(μ) ≤ 0,

|R(μ)| ≤ |w(x(μ)) − w(x(λ))| · |μ − λ|.

Continuity sends the first factor to zero, so W′(λ) = r(λ). In Lean `hc` yields `hmu'`, the first factor below a given tolerance `c` near λ, while `h1`, `h2` and `h3` form the squeeze. Only the real function w∘x must be continuous. In the two-state model below it jumps, and W has a kink.

```lean
/-- If `w(x λ)` depends continuously on the multiplier at `λ`, then `W` is differentiable
there with derivative `w(x λ) - N`. -/
theorem hasDerivAt_dual_of_continuousAt (h : IsMinimiserPath E w N x) {lam : ℝ}
    (hc : ContinuousAt (fun mu => w (x mu)) lam) :
    HasDerivAt (dual E w N) (w (x lam) - N) lam := by
  rw [hasDerivAt_iff_isLittleO, Asymptotics.isLittleO_iff]
  intro c hc0
  filter_upwards [Metric.tendsto_nhds.mp hc c hc0] with mu hmu
  have hmu' : |w (x mu) - w (x lam)| < c := hmu
  -- the remainder is squeezed between the tangent bounds at `lam` and at `mu`
  have h1 := dual_le_tangent h lam mu
  have h2 := dual_le_tangent h mu lam
  have h3 : -((mu - lam) * (w (x mu) - w (x lam))) ≤ c * |mu - lam| := by
    calc -((mu - lam) * (w (x mu) - w (x lam)))
        ≤ |(mu - lam) * (w (x mu) - w (x lam))| := neg_le_abs _
      _ = |w (x mu) - w (x lam)| * |mu - lam| := by rw [abs_mul, mul_comm]
      _ ≤ c * |mu - lam| := mul_le_mul_of_nonneg_right hmu'.le (abs_nonneg _)
  rw [Real.norm_eq_abs, Real.norm_eq_abs, smul_eq_mul, abs_of_nonpos (by linarith)]
  nlinarith [h2, h3]
```

## Differentiability at a maximiser

If W is differentiable at a maximiser λ₀, Fermat's rule gives 0 = W′(λ₀) = r(λ₀), so maximality and the constraint are equivalent there. The proof uses `hd` only in the direction from maximum to constraint.

```lean
/-- Where `W` is differentiable, `λ₀` maximises `W` exactly when the minimiser at `λ₀`
satisfies the constraint `w = N`. -/
theorem maximiser_iff_constraint (h : IsMinimiserPath E w N x) {lam0 : ℝ}
    (hd : DifferentiableAt ℝ (dual E w N) lam0) :
    (∀ mu, dual E w N mu ≤ dual E w N lam0) ↔ w (x lam0) = N := by
  obtain ⟨-, -, hder, hmax⟩ := dual_properties h
  refine ⟨fun hm => ?_, hmax lam0⟩
  have hloc : IsLocalMax (dual E w N) lam0 := Filter.Eventually.of_forall hm
  exact sub_eq_zero.mp (hloc.hasDerivAt_eq_zero (hder lam0 hd))
```

Without it that direction can fail. Let X consist of just two discrete states of zero energy with w = ±1, and let N = 0, so L(λ, y) = λ w(y). The state `true`, with w = +1, minimises for λ ≤ 0 and `false` for λ > 0, giving W(λ) = −|λ|. This is maximal at 0, where the slope jumps from +1 to −1, while neither element of X has w = 0. This X contains no superpositions. In a two-level quantum system with zero Hamiltonian, where w is the expectation value of an observable with eigenvalues ±1, W is the same, but an equal-weight superposition of the two eigenstates has w = 0 and is also a minimiser at λ = 0. The proof checks the sign of λ against the two states and then applies `dual_eq`.

```lean
/-- For two states of zero energy with `w = ±1` and target `N = 0` minimisers exist for every
`λ` and `W(λ) = -|λ|` is maximal at `λ = 0`, yet no state satisfies the constraint. -/
theorem kink_without_constraint :
    IsMinimiserPath (fun _ => 0) twoLevel 0 (fun lam => if lam ≤ 0 then true else false) ∧
    (∀ lam, dual (fun _ => 0) twoLevel 0 lam = -|lam|) ∧
    (∀ mu, dual (fun _ => 0) twoLevel 0 mu ≤ dual (fun _ => 0) twoLevel 0 0) ∧
    ∀ b, twoLevel b ≠ 0 := by
  have hp : IsMinimiserPath (fun _ => 0) twoLevel 0
      (fun lam => if lam ≤ 0 then true else false) := by
    intro lam z
    by_cases hl : lam ≤ 0 <;> cases z <;> simp [lagrangian, twoLevel, hl]
    all_goals linarith
  have hW : ∀ lam, dual (fun _ => 0) twoLevel 0 lam = -|lam| := by
    intro lam
    rw [dual_eq hp]
    by_cases hl : lam ≤ 0
    · simp [lagrangian, twoLevel, hl, abs_of_nonpos hl]
    · simp [lagrangian, twoLevel, hl, abs_of_pos (not_le.mp hl)]
  refine ⟨hp, hW, fun mu => ?_, fun b => ?_⟩
  · rw [hW, hW, abs_zero]
    linarith [abs_nonneg mu]
  · cases b <;> simp [twoLevel]
```

## Positive stiffness in a harmonic model

For real y, E = k y²/2 and w = y, global minimisation is derived from k > 0 by completing the square:

L(λ, z) − L(λ, −λ/k) = (k/2)(z + λ/k)² ≥ 0 for every real z.

Substituting x(λ) = −λ/k gives W(λ) = −λ²/(2k) − λN. At λ₀ = −kN one has x(λ₀) = N, so the fourth part of `dual_properties` makes λ₀ a maximiser. The identity is `hsq`, which needs k ≠ 0, and the sign of k enters `hpos`. For k < 0 the square has the wrong sign and −λ/k maximises L.

```lean
/-- For the harmonic energy `k y² / 2` with `k > 0` and `w = y`, the state `-λ / k` is a
minimiser, `W(λ) = -λ² / (2k) - λ N`, and `W` is maximal at `λ = -k N`. -/
theorem harmonic_witness {k : ℝ} (hk : 0 < k) (N : ℝ) :
    IsMinimiserPath (fun y : ℝ => k / 2 * y ^ 2) (fun y => y) N (fun lam => -lam / k) ∧
    (∀ lam, dual (fun y : ℝ => k / 2 * y ^ 2) (fun y => y) N lam
      = -lam ^ 2 / (2 * k) - lam * N) ∧
    ∀ mu, dual (fun y : ℝ => k / 2 * y ^ 2) (fun y => y) N mu
      ≤ dual (fun y : ℝ => k / 2 * y ^ 2) (fun y => y) N (-(k * N)) := by
  have hk0 : k ≠ 0 := hk.ne'
  have hp : IsMinimiserPath (fun y : ℝ => k / 2 * y ^ 2) (fun y => y) N
      (fun lam => -lam / k) := by
    intro lam z
    simp only [lagrangian]
    -- complete the square
    have hsq : k / 2 * z ^ 2 + lam * (z - N) - (k / 2 * (-lam / k) ^ 2 + lam * (-lam / k - N))
        = k / 2 * (z + lam / k) ^ 2 := by
      field_simp
      ring
    have hpos : 0 ≤ k / 2 * (z + lam / k) ^ 2 := by positivity
    linarith
  refine ⟨hp, fun lam => ?_, (dual_properties hp).2.2.2 (-(k * N)) ?_⟩
  · rw [dual_eq hp]
    simp only [lagrangian]
    field_simp
    ring
  · show -(-(k * N)) / k = N
    rw [neg_neg]
    exact mul_div_cancel_left₀ N hk0

end

end ConstrainedDFT
```

```lean
#print axioms ConstrainedDFT.dual_isLeast_constrained
#print axioms ConstrainedDFT.hasDerivAt_dual_of_continuousAt
#print axioms ConstrainedDFT.maximiser_iff_constraint
#print axioms ConstrainedDFT.kink_without_constraint
```

```
'ConstrainedDFT.dual_isLeast_constrained' depends on axioms: [propext, Classical.choice, Quot.sound]
'ConstrainedDFT.hasDerivAt_dual_of_continuousAt' depends on axioms: [propext, Classical.choice, Quot.sound]
'ConstrainedDFT.maximiser_iff_constraint' depends on axioms: [propext, Classical.choice, Quot.sound]
'ConstrainedDFT.kink_without_constraint' depends on axioms: [propext, Classical.choice, Quot.sound]
```
